# The ratio of two positive radial orbitals is nondecreasing when their potentials minus orbital energies are ordered

In Hartree atomic units, a spherically symmetric orbital $f(r)$ in a local potential $V$ with orbital energy $E$ obeys

$$f''+\frac{2}{r}f'=2Wf,\qquad W=V-E,\qquad r>0.$$

In Lean 4 with Mathlib:

```lean
import Mathlib

open Set

namespace RadialOrbitalComparison

noncomputable section
```

`IsRadialOrbital W f g` says that $f$ is such an orbital and $g$ its slope. It requires $f>0$ for $r\ge 0$, so the orbital has no nodes. The derivative is taken within $[0,\infty)$, which makes it one-sided at the nucleus, and $g$ is continuous there. For $r>0$, $g$ is differentiable and the radial equation holds. Neither normalisation nor decay at large $r$ is required.

```lean
/-- A positive radial orbital `f` with slope `g`, continuously differentiable up to the nucleus,
obeys `f'' + 2 f' / r = 2 W f` for `r > 0`; `W` is the potential minus the orbital energy. -/
structure IsRadialOrbital (W f g : ℝ → ℝ) : Prop where
  pos : ∀ r, 0 ≤ r → 0 < f r
  slope : ∀ r, 0 ≤ r → HasDerivWithinAt f (g r) (Ici 0) r
  cont : ContinuousOn g (Ici 0)
  diff : ∀ r, 0 < r → DifferentiableAt ℝ g r
  eqn : ∀ r, 0 < r → deriv g r + 2 * g r / r = 2 * W r * f r
```

For a nucleus of charge $Z$ with screening $S(r)$, the net potential is $W(r)=-Z/r+S(r)-E$. Here $S$ stands for the repulsion of the other electrons, represented by a given local function. The net potential includes $-E$, so ordering the potentials $V$ alone is not enough when the orbital energies differ.

```lean
/-- The potential of a nucleus of charge `Z` with screening `S`, minus the orbital energy `E`,
at a distance `r ≠ 0`. -/
def netPotential (Z : ℝ) (S : ℝ → ℝ) (E : ℝ) : ℝ → ℝ := fun r => -Z / r + S r - E
```

Two orbitals $f_1,f_2$ with slopes $g_1,g_2$ and net potentials $W_1,W_2$ are compared through the flux

$$F(r)=r^2\,(f_1g_2-f_2g_1).$$

```lean
/-- The radial flux `r² (f₁ f₂' - f₂ f₁')` between two orbitals with slopes `g₁`, `g₂`. -/
def flux (f₁ g₁ f₂ g₂ : ℝ → ℝ) : ℝ → ℝ := fun r => r ^ 2 * (f₁ r * g₂ r - f₂ r * g₁ r)
```

## The flux grows where the second net potential is higher

Multiplying the radial equation by $r$ removes the division: $rg'+2g=2rWf$.

```lean
variable {W W₁ W₂ f g f₁ g₁ f₂ g₂ : ℝ → ℝ} {r R : ℝ}

/-- Away from the nucleus the radial equation reads `r f'' + 2 f' = 2 r W f`. -/
theorem IsRadialOrbital.mul_eqn (h : IsRadialOrbital W f g) (hr : 0 < r) :
    r * deriv g r + 2 * g r = 2 * r * W r * f r := by
  have hc : r * (2 * g r / r) = 2 * g r := by field_simp
  linear_combination r * h.eqn r hr - hc
```

Now differentiate the flux. The terms $g_1g_2$ cancel, and the rest can be grouped so that this equation applies twice:

$$\begin{aligned}F'&=2r(f_1g_2-f_2g_1)+r^2(f_1g_2'-f_2g_1')\\&=rf_1(rg_2'+2g_2)-rf_2(rg_1'+2g_1)\\&=2r^2(W_2-W_1)f_1f_2.\end{aligned}$$

In the code, the product rule gives the first line and `linear_combination` performs the substitution.

```lean
/-- For `r > 0` the flux between two radial orbitals grows at the rate
`2 r² (W₂ - W₁) f₁ f₂`. -/
theorem flux_hasDerivAt (h₁ : IsRadialOrbital W₁ f₁ g₁) (h₂ : IsRadialOrbital W₂ f₂ g₂)
    (hr : 0 < r) :
    HasDerivAt (flux f₁ g₁ f₂ g₂) (2 * r ^ 2 * (W₂ r - W₁ r) * (f₁ r * f₂ r)) r := by
  have a₁ := (h₁.slope r hr.le).hasDerivAt (Ici_mem_nhds hr)
  have a₂ := (h₂.slope r hr.le).hasDerivAt (Ici_mem_nhds hr)
  have b₁ := (h₁.diff r hr).hasDerivAt
  have b₂ := (h₂.diff r hr).hasDerivAt
  have hs : HasDerivAt (fun x : ℝ => x ^ 2) (2 * r) r := by simpa using hasDerivAt_pow 2 r
  -- the products of slopes cancel, and the radial equations remove the second derivatives
  exact (hs.fun_mul ((a₁.fun_mul b₂).fun_sub (a₂.fun_mul b₁))).congr_deriv (by
    linear_combination r * f₁ r * h₂.mul_eqn hr - r * f₂ r * h₁.mul_eqn hr)
```

If $W_1\le W_2$ on $(0,R)$, then $F'\ge 0$ there, because $f_1f_2>0$. Since $F$ is continuous on $[0,R]$, it is nondecreasing on the closed interval. The lemma `monotoneOn_of_deriv_nonneg` needs the derivative only in the interior, so the singularity of $W$ at the nucleus does no harm.

```lean
/-- If `W₁ ≤ W₂` between the nucleus and `R`, the flux between the two radial orbitals is
nondecreasing there. -/
theorem flux_monotoneOn (h₁ : IsRadialOrbital W₁ f₁ g₁) (h₂ : IsRadialOrbital W₂ f₂ g₂)
    (hW : ∀ r ∈ Ioo 0 R, W₁ r ≤ W₂ r) : MonotoneOn (flux f₁ g₁ f₂ g₂) (Icc 0 R) := by
  have c₁ : ContinuousOn f₁ (Ici 0) := fun x hx => (h₁.slope x hx).continuousWithinAt
  have c₂ : ContinuousOn f₂ (Ici 0) := fun x hx => (h₂.slope x hx).continuousWithinAt
  have hc : ContinuousOn (flux f₁ g₁ f₂ g₂) (Ici 0) := by
    unfold flux
    exact (continuous_pow 2).continuousOn.mul ((c₁.mul h₂.cont).sub (c₂.mul h₁.cont))
  apply monotoneOn_of_deriv_nonneg (convex_Icc 0 R) (hc.mono Icc_subset_Ici_self)
  · intro x hx
    rw [interior_Icc] at hx
    exact (flux_hasDerivAt h₁ h₂ hx.1).differentiableAt.differentiableWithinAt
  · intro x hx
    rw [interior_Icc] at hx
    rw [(flux_hasDerivAt h₁ h₂ hx.1).deriv]
    exact mul_nonneg (mul_nonneg (by positivity) (sub_nonneg.2 (hW x hx)))
      (mul_pos (h₁.pos x hx.1.le) (h₂.pos x hx.1.le)).le
```

## From the flux to the ratio

For $r>0$ the quotient rule gives

$$\left(\frac{f_2}{f_1}\right)'=\frac{f_1g_2-f_2g_1}{f_1^2}=\frac{F}{r^2f_1^2}.$$

```lean
/-- For `r > 0` the ratio `f₂ / f₁` of two radial orbitals has slope flux over `r² f₁²`. -/
theorem ratio_hasDerivAt (h₁ : IsRadialOrbital W₁ f₁ g₁) (h₂ : IsRadialOrbital W₂ f₂ g₂)
    (hr : 0 < r) :
    HasDerivAt (fun x => f₂ x / f₁ x) (flux f₁ g₁ f₂ g₂ r / (r ^ 2 * f₁ r ^ 2)) r := by
  have a₁ := (h₁.slope r hr.le).hasDerivAt (Ici_mem_nhds hr)
  have a₂ := (h₂.slope r hr.le).hasDerivAt (Ici_mem_nhds hr)
  have hf : f₁ r ≠ 0 := (h₁.pos r hr.le).ne'
  refine (a₂.fun_div a₁ hf).congr_deriv ?_
  simp only [flux]
  rw [div_eq_div_iff (pow_ne_zero 2 hf)
    (mul_ne_zero (pow_ne_zero 2 hr.ne') (pow_ne_zero 2 hf))]
  ring
```

The factor $r^2$ makes $F(0)=0$, so a nondecreasing flux satisfies $F\ge 0$ on $[0,R]$. The slope of the ratio is therefore nonnegative on $(0,R)$, and by continuity $f_2/f_1$ is nondecreasing on $[0,R]$.

```lean
/-- If `W₁ ≤ W₂` between the nucleus and `R`, the ratio `f₂ / f₁` of the two radial orbitals is
nondecreasing from the nucleus out to `R`. -/
theorem ratio_monotoneOn_Icc (h₁ : IsRadialOrbital W₁ f₁ g₁) (h₂ : IsRadialOrbital W₂ f₂ g₂)
    (hW : ∀ r ∈ Ioo 0 R, W₁ r ≤ W₂ r) : MonotoneOn (fun r => f₂ r / f₁ r) (Icc 0 R) := by
  have c₁ : ContinuousOn f₁ (Ici 0) := fun x hx => (h₁.slope x hx).continuousWithinAt
  have c₂ : ContinuousOn f₂ (Ici 0) := fun x hx => (h₂.slope x hx).continuousWithinAt
  have hc : ContinuousOn (fun r => f₂ r / f₁ r) (Ici 0) :=
    c₂.div c₁ fun x hx => (h₁.pos x hx).ne'
  apply monotoneOn_of_deriv_nonneg (convex_Icc 0 R) (hc.mono Icc_subset_Ici_self)
  · intro x hx
    rw [interior_Icc] at hx
    exact (ratio_hasDerivAt h₁ h₂ hx.1).differentiableAt.differentiableWithinAt
  · intro x hx
    rw [interior_Icc] at hx
    rw [(ratio_hasDerivAt h₁ h₂ hx.1).deriv]
    -- the flux starts from zero at the nucleus
    have h0 : flux f₁ g₁ f₂ g₂ 0 = 0 := by simp [flux]
    have hm := flux_monotoneOn h₁ h₂ hW ⟨le_rfl, (hx.1.trans hx.2).le⟩
      ⟨hx.1.le, hx.2.le⟩ hx.1.le
    rw [h0] at hm
    exact div_nonneg hm (by positivity)
```

If the net potentials are ordered at every $r>0$, any two points $x\le y$ lie in $[0,y]$, and the previous result with $R=y$ compares them.

```lean
/-- If `W₁ ≤ W₂` at every `r > 0`, the ratio `f₂ / f₁` of the two radial orbitals is
nondecreasing on the whole half-line `r ≥ 0`. -/
theorem ratio_monotoneOn (h₁ : IsRadialOrbital W₁ f₁ g₁) (h₂ : IsRadialOrbital W₂ f₂ g₂)
    (hW : ∀ r, 0 < r → W₁ r ≤ W₂ r) : MonotoneOn (fun r => f₂ r / f₁ r) (Ici 0) := by
  intro x hx y hy hxy
  exact ratio_monotoneOn_Icc (R := y) h₁ h₂ (fun r hr => hW r hr.1) ⟨hx, hxy⟩ ⟨hy, le_rfl⟩ hxy
```

## When the ratio does not change

Let $R>0$ and $W_1\le W_2$ on $(0,R)$. If the ratio has the same value at $0$ and $R$, monotonicity makes it constant in between. Its derivative is then zero, so $F=0$ on $(0,R)$, and hence

$$0=F'=2r^2(W_2-W_1)f_1f_2.$$

This gives $W_1=W_2$ at each point, without assuming that the potentials are continuous.

Conversely, if $W_1=W_2$ on $(0,R)$, the theorem applies to both orders of the pair. Both $f_2/f_1$ and $f_1/f_2$ are nondecreasing, so the end values agree.

```lean
/-- Let `W₁ ≤ W₂` between the nucleus and `R > 0`. The ratio of the two radial orbitals at `R`
equals that at the nucleus exactly when `W₁ = W₂` everywhere in between. -/
theorem ratio_eq_iff (h₁ : IsRadialOrbital W₁ f₁ g₁) (h₂ : IsRadialOrbital W₂ f₂ g₂)
    (hR : 0 < R) (hW : ∀ r ∈ Ioo 0 R, W₁ r ≤ W₂ r) :
    f₂ R / f₁ R = f₂ 0 / f₁ 0 ↔ ∀ r ∈ Ioo 0 R, W₁ r = W₂ r := by
  have hm := ratio_monotoneOn_Icc h₁ h₂ hW
  constructor
  · intro he
    -- a monotone ratio with equal end values is constant
    have hconst : ∀ x ∈ Ioo 0 R, f₂ x / f₁ x = f₂ 0 / f₁ 0 := by
      intro x hx
      have a : f₂ 0 / f₁ 0 ≤ f₂ x / f₁ x := hm ⟨le_rfl, hR.le⟩ ⟨hx.1.le, hx.2.le⟩ hx.1.le
      have b : f₂ x / f₁ x ≤ f₂ R / f₁ R := hm ⟨hx.1.le, hx.2.le⟩ ⟨hR.le, le_rfl⟩ hx.2.le
      linarith
    -- hence the flux vanishes
    have hflux : ∀ x ∈ Ioo 0 R, flux f₁ g₁ f₂ g₂ x = 0 := by
      intro x hx
      have ev : (fun y => f₂ y / f₁ y) =ᶠ[nhds x] fun _ => f₂ 0 / f₁ 0 :=
        Filter.eventuallyEq_of_mem (Ioo_mem_nhds hx.1 hx.2) fun y hy => hconst y hy
      have z := (ratio_hasDerivAt h₁ h₂ hx.1).unique
        ((hasDerivAt_const x (f₂ 0 / f₁ 0)).congr_of_eventuallyEq ev)
      exact (div_eq_zero_iff.1 z).resolve_right
        (mul_ne_zero (pow_ne_zero 2 hx.1.ne') (pow_ne_zero 2 (h₁.pos x hx.1.le).ne'))
    -- and so does its growth rate
    intro r hr
    have ev : flux f₁ g₁ f₂ g₂ =ᶠ[nhds r] fun _ => (0 : ℝ) :=
      Filter.eventuallyEq_of_mem (Ioo_mem_nhds hr.1 hr.2) fun y hy => hflux y hy
    have z := (flux_hasDerivAt h₁ h₂ hr.1).unique
      ((hasDerivAt_const r (0 : ℝ)).congr_of_eventuallyEq ev)
    have hp := (mul_pos (h₁.pos r hr.1.le) (h₂.pos r hr.1.le)).ne'
    have hd := (mul_eq_zero.1 ((mul_eq_zero.1 z).resolve_right hp)).resolve_left
      (mul_ne_zero two_ne_zero (pow_ne_zero 2 hr.1.ne'))
    linarith
  · intro hE
    -- both ratios, `f₂ / f₁` and `f₁ / f₂`, are nondecreasing
    have a : f₂ 0 / f₁ 0 ≤ f₂ R / f₁ R := hm ⟨le_rfl, hR.le⟩ ⟨hR.le, le_rfl⟩ hR.le
    have b : f₁ 0 / f₂ 0 ≤ f₁ R / f₂ R :=
      ratio_monotoneOn_Icc h₂ h₁ (fun r hr => (hE r hr).ge) ⟨le_rfl, hR.le⟩ ⟨hR.le, le_rfl⟩ hR.le
    have p₁ := h₁.pos 0 le_rfl
    have p₂ := h₂.pos 0 le_rfl
    have q₁ := h₁.pos R hR.le
    have q₂ := h₂.pos R hR.le
    rw [div_le_div_iff₀ p₁ q₁] at a
    rw [div_le_div_iff₀ p₂ q₂] at b
    rw [div_eq_div_iff q₁.ne' p₁.ne']
    linarith
```

## Two orbitals of one nucleus

With a common $Z$, the terms $-Z/r$ cancel in the comparison, and $W_1\le W_2$ becomes $S_1-E_1\le S_2-E_2$. If this holds at every $r>0$ and $f_1(0)=f_2(0)$, the ratio starts at $1$, so $f_1(r)\le f_2(r)$ for all $r\ge 0$. The nuclear cusp condition $f'(0)=-Zf(0)$ is neither assumed nor derived.

On the whole half-line the ordering is too strong for two different bound orbitals. Suppose $W_1\le W_2$ at every $r>0$, with strict inequality somewhere. Then $F\ge c>0$ beyond some $a>0$. Since $(f_1/f_2)'=-F/(r^2f_2^2)$, the integral of $1/(r^2f_2^2)$ from $a$ to $x$ is at most $f_1(a)/(c\,f_2(a))$, and the Cauchy–Schwarz inequality gives $\int_a^x r^2f_2^2\,dr\ge c\,(x-a)^2f_2(a)/f_1(a)$. This grows without bound, so $f_2$ cannot be normalised. (This argument is not formalised here.) Thus, unless $W_1=W_2$ everywhere, the second solution in the half-line theorems is not a bound state. For two bound nodeless s orbitals in local, spherical potentials, the informative result is the one on $[0,R]$, with the net potentials ordered only there. Normalising the orbitals separately multiplies the ratio by a positive constant and leaves its monotonicity intact.

```lean
/-- Two radial orbitals of one nucleus have equal amplitude at `r = 0`. If screening minus
orbital energy is nowhere lower for the second, its amplitude is nowhere smaller. -/
theorem screened_orbital_le {Z E₁ E₂ : ℝ} {S₁ S₂ : ℝ → ℝ}
    (h₁ : IsRadialOrbital (netPotential Z S₁ E₁) f₁ g₁)
    (h₂ : IsRadialOrbital (netPotential Z S₂ E₂) f₂ g₂)
    (hS : ∀ r, 0 < r → S₁ r - E₁ ≤ S₂ r - E₂) (h0 : f₁ 0 = f₂ 0) (hr : 0 ≤ r) :
    f₁ r ≤ f₂ r := by
  have hW : ∀ x, 0 < x → netPotential Z S₁ E₁ x ≤ netPotential Z S₂ E₂ x := by
    intro x hx
    simp only [netPotential]
    linarith [hS x hx]
  have a : f₂ 0 / f₁ 0 ≤ f₂ r / f₁ r :=
    ratio_monotoneOn h₁ h₂ hW (mem_Ici.2 le_rfl) (mem_Ici.2 hr) hr
  rw [← h0, div_self (h₁.pos 0 le_rfl).ne', one_le_div (h₁.pos r hr)] at a
  exact a
```

## A pair with net potentials strictly ordered near the nucleus

Take $Z=1$, $E=-\tfrac12$ for both orbitals, with

$$f_1=e^{-r},\quad S_1=0,\qquad f_2=(1+r^2)e^{-r},\quad S_2=\frac{3-2r}{1+r^2}.$$

For the second, $g_2=(2r-1-r^2)e^{-r}$ and $g_2'=(3-4r+r^2)e^{-r}$, so both sides of the radial equation equal $(7-6r+r^2-2/r)\,e^{-r}$. For the first, both equal $(1-2/r)\,e^{-r}$. Since $S_2>0$ for $0<r<\tfrac32$, the net potentials are strictly ordered there. Beyond $r=\tfrac32$ the function $S_2$ is negative, so it is not a repulsion by other electrons: the pair is a mathematical test of the hypotheses on an interval, not a model of an atom. The ratio is $1+r^2$; with both orbitals normalised in three dimensions it is $\sqrt{2/59}\,(1+r^2)$.

```lean
/-- The functions `exp (-r)` and `(1 + r²) exp (-r)` are radial orbitals for `Z = 1` and `E = -1/2`,
with `S = 0` and with `S = (3 - 2r) / (1 + r²)` respectively; their net potentials are strictly
ordered for `0 < r < 3/2`. -/
theorem orbital_pair_witness :
    IsRadialOrbital (netPotential 1 (fun _ => 0) (-1 / 2))
      (fun r => Real.exp (-r)) (fun r => -Real.exp (-r)) ∧
    IsRadialOrbital (netPotential 1 (fun r => (3 - 2 * r) / (1 + r ^ 2)) (-1 / 2))
      (fun r => (1 + r ^ 2) * Real.exp (-r))
      (fun r => (2 * r - 1 - r ^ 2) * Real.exp (-r)) ∧
    ∀ r ∈ Ioo (0 : ℝ) (3 / 2), netPotential 1 (fun _ => 0) (-1 / 2) r <
      netPotential 1 (fun r => (3 - 2 * r) / (1 + r ^ 2)) (-1 / 2) r := by
  have he : ∀ r : ℝ, HasDerivAt (fun x => Real.exp (-x)) (-Real.exp (-r)) r := fun r =>
    (hasDerivAt_id' r).fun_neg.exp.congr_deriv (by ring)
  have hs : ∀ r : ℝ, HasDerivAt (fun x : ℝ => x ^ 2) (2 * r) r := fun r => by
    simpa using hasDerivAt_pow 2 r
  have hf : ∀ r : ℝ, HasDerivAt (fun x => (1 + x ^ 2) * Real.exp (-x))
      ((2 * r - 1 - r ^ 2) * Real.exp (-r)) r := fun r =>
    (((hs r).const_add 1).fun_mul (he r)).congr_deriv (by ring)
  have hg : ∀ r : ℝ, HasDerivAt (fun x => (2 * x - 1 - x ^ 2) * Real.exp (-x))
      ((3 - 4 * r + r ^ 2) * Real.exp (-r)) r := fun r =>
    (((((hasDerivAt_id' r).const_mul 2).sub_const 1).fun_sub (hs r)).fun_mul
      (he r)).congr_deriv (by ring)
  refine ⟨⟨fun r _ => Real.exp_pos _, fun r _ => (he r).hasDerivWithinAt, by fun_prop,
    fun r _ => (he r).fun_neg.differentiableAt, fun r hr => ?_⟩,
    ⟨fun r _ => by positivity, fun r _ => (hf r).hasDerivWithinAt, by fun_prop,
    fun r _ => (hg r).differentiableAt, fun r hr => ?_⟩, fun r hr => ?_⟩
  · rw [(he r).fun_neg.deriv]
    simp only [netPotential]
    ring
  · rw [(hg r).deriv]
    have hq : 1 + r ^ 2 ≠ 0 := by positivity
    simp only [netPotential]
    field_simp
    ring
  · have hq : 0 < (3 - 2 * r) / (1 + r ^ 2) :=
      div_pos (by linarith [hr.2]) (by positivity)
    simp only [netPotential]
    linarith

end

end RadialOrbitalComparison
```

```lean
#print axioms RadialOrbitalComparison.ratio_eq_iff
-- 'RadialOrbitalComparison.ratio_eq_iff' depends on axioms: [propext, Classical.choice, Quot.sound]
#print axioms RadialOrbitalComparison.screened_orbital_le
-- 'RadialOrbitalComparison.screened_orbital_le' depends on axioms: [propext, Classical.choice, Quot.sound]
```
